# A real antisymmetric generator exponentiates to an orthogonal matrix

Exponentiating a real antisymmetric matrix gives a transformation that keeps every orthonormal set of real vectors orthonormal. The lemma states this for a real square matrix `A` with a finite index set: if `Aᵀ = -A`, then for every real `s` the transpose of exp(sA) times exp(sA) is the identity. No Hamiltonian or particular state enters. The attempt moves the transpose inside the exponential, where it turns sA into −sA, and then tries to merge the two exponentials into exp(0) = 1, which is allowed because −sA and sA commute.

The first attempt, which Lean rejects:

```lean
import Mathlib

open Matrix

namespace NonorthogonalOrbitalResponse

noncomputable section

variable {n : Type*} [Fintype n] [DecidableEq n]

/-- If `A` is antisymmetric, the matrix `exp (s A)` is orthogonal for every real `s`. -/
theorem rotation_orthogonal {A : Matrix n n ℝ} (hA : Aᵀ = -A) (s : ℝ) :
    (NormedSpace.exp (s • A))ᵀ * NormedSpace.exp (s • A) = 1 := by
  rw [← Matrix.exp_transpose, Matrix.transpose_smul, hA, smul_neg,
    ← Matrix.exp_add_of_commute _ _ (Commute.neg_left (Commute.refl _)),
    neg_add_cancel, NormedSpace.exp_zero]

end

end NonorthogonalOrbitalResponse
```

Compiling this gives:

```
Main.lean:15:37: error(lean.synthInstanceFailed): failed to synthesize instance of type class
  HasDistribNeg (Matrix ?m.61 ?m.61 ?m.62)

Hint: Type class instance resolution failures can be inspected with the `set_option trace.Meta.synthInstance true` command.
Main.lean:13:64: error: unsolved goals
n : Type u_1
inst✝¹ : Fintype n
inst✝ : DecidableEq n
A : Matrix n n ℝ
hA : Aᵀ = -A
s : ℝ
⊢ NormedSpace.exp (-(s • A)) * NormedSpace.exp (s • A) = 1
```

The repair, with which the file compiles:

```diff
@@ -12,7 +12,7 @@
 theorem rotation_orthogonal {A : Matrix n n ℝ} (hA : Aᵀ = -A) (s : ℝ) :
     (NormedSpace.exp (s • A))ᵀ * NormedSpace.exp (s • A) = 1 := by
+  have hc : Commute (-(s • A)) (s • A) := (Commute.refl (s • A)).neg_left
   rw [← Matrix.exp_transpose, Matrix.transpose_smul, hA, smul_neg,
-    ← Matrix.exp_add_of_commute _ _ (Commute.neg_left (Commute.refl _)),
-    neg_add_cancel, NormedSpace.exp_zero]
+    ← Matrix.exp_add_of_commute _ _ hc, neg_add_cancel, NormedSpace.exp_zero]
 
 end
```

What went wrong. The first message points at `Commute.neg_left`, inside the proof that the two exponents commute. That lemma needs an instance of `HasDistribNeg`, which says that negation behaves properly with multiplication. Lean elaborates the term given to `rw` before matching it against the goal, and here the underscores leave the matrices' index type and entry type unknown. They appear as `?m.61` and `?m.62` in the message, and Lean could not find the instance for a matrix type with those gaps.

The second message shows the goal left when the rewriting stopped: exp(−sA) times exp(sA) equals 1. This is the expected intermediate step, and it is still true.

The repair proves the commutation beforehand as `hc`, with both matrices written out. Their types are then known from `A`, so the instance can be found, and passing `hc` to `Matrix.exp_add_of_commute` also fixes the two exponents. The remaining rewrites are the same as before, and putting them on one line is mere tidying.
